# For real matrices, the orthogonal Procrustes problem has a unique solution exactly when $A^TB$ is invertible

Suppose that the occupied orbitals of one calculation are mixed among themselves to resemble those of an earlier one as closely as possible. If two different mixings do this equally well, the aligned orbitals depend on which one the program happens to return, and an orbital-by-orbital comparison can inherit that arbitrary choice.

Let the columns of the real matrices $A$ and $B$ hold the new and old orbitals, expanded in one common orthonormal basis. The task is to choose an orthogonal $U$ that makes $AU$ closest to $B$. The choice is unique exactly when the matrix of mutual overlaps, $A^TB$, is invertible.

The step from these matrices to a real calculation is the common orthonormal basis. Coefficient matrices $C_A$ and $C_B$ over non-orthogonal atomic orbitals, or over functions that move with the nuclei, are not themselves $A$ and $B$. The matrix of mutual overlaps is then $C_A^TSC_B$, where $S$ holds the overlaps of the new calculation's basis functions with those of the old one, and it takes the place of $A^TB$. The columns of $A$ and $B$ themselves need not be orthonormal.

## Misfit, minimiser and reflection

In the code `m` and `k` are finite index types, not numbers: `m` labels basis functions and `k` labels orbitals.

In Lean 4 with Mathlib:

```lean
import Mathlib

open Matrix
open scoped MatrixOrder

namespace ProcrustesUniqueness

variable {m k : Type*} [Fintype m] [Fintype k] [DecidableEq k]
```

The misfit is measured by the Frobenius norm,
$$\|X\|_F=\Big(\sum_{i,j}X_{ij}^2\Big)^{1/2}.$$

```lean
/-- The Frobenius norm of a real matrix: the square root of the sum of its squared entries. -/
noncomputable def frobNorm (X : Matrix m k ℝ) : ℝ :=
  Real.sqrt (∑ i, ∑ j, X i j ^ 2)
```

A minimiser is a matrix $U$ with $U^TU=1$ and $\|AU-B\|_F\le\|AV-B\|_F$ for every orthogonal $V$. Orthogonality is thus part of `IsMinimiser`, and matrices of determinant $-1$ compete too.

```lean
/-- `U` is an orthogonal matrix that brings `A * U` as close to `B` in Frobenius norm as any
orthogonal matrix can. -/
def IsMinimiser (A B : Matrix m k ℝ) (U : Matrix k k ℝ) : Prop :=
  Uᵀ * U = 1 ∧ ∀ V : Matrix k k ℝ, Vᵀ * V = 1 → frobNorm (A * U - B) ≤ frobNorm (A * V - B)
```

For a vector $w\neq0$, the Householder reflection is
$$R=1-\frac{2}{w\cdot w}\,ww^T .$$
With the unit vector $n=w/|w|$ this is the familiar $1-2nn^T$. The code keeps $w$ unnormalised and writes $ww^T$ as `vecMulVec w w`.

```lean
/-- The Householder reflection that reverses the direction of a nonzero vector `w`. -/
noncomputable def reflection (w : k → ℝ) : Matrix k k ℝ :=
  1 - (2 / (w ⬝ᵥ w)) • vecMulVec w w
```

## Least misfit means greatest overlap

Since $\|X\|_F^2=\operatorname{tr}(X^TX)$,
$$\|AU-B\|_F^2=\operatorname{tr}(U^TA^TAU)-\operatorname{tr}(U^TA^TB)-\operatorname{tr}(B^TAU)+\operatorname{tr}(B^TB).$$
The first term equals $\operatorname{tr}(A^TA)$, by cyclicity and $UU^T=1$. The third trace is that of the transpose of $U^TA^TB$, so it equals the second. Hence
$$\|AU-B\|_F^2=\operatorname{tr}(A^TA)+\operatorname{tr}(B^TB)-2\operatorname{tr}(U^TA^TB).$$

```lean
/-- For orthogonal `U`, the squared misfit depends on `U` only through the overlap
`trace (Uᵀ Aᵀ B)`. -/
theorem misfit_sq (A B : Matrix m k ℝ) {U : Matrix k k ℝ} (hU : Uᵀ * U = 1) :
    frobNorm (A * U - B) ^ 2 =
      trace (Aᵀ * A) + trace (Bᵀ * B) - 2 * trace (Uᵀ * (Aᵀ * B)) := by
  have h : ∀ X : Matrix m k ℝ, frobNorm X ^ 2 = trace (Xᵀ * X) := by
    intro X
    rw [frobNorm, Real.sq_sqrt (by positivity), Finset.sum_comm]
    simp [Matrix.trace, Matrix.mul_apply, sq]
  have hU' : U * Uᵀ = 1 := mul_eq_one_comm.mp hU
  have h1 : trace ((A * U)ᵀ * (A * U)) = trace (Aᵀ * A) := by
    rw [transpose_mul, Matrix.mul_assoc, trace_mul_comm, Matrix.mul_assoc, Matrix.mul_assoc,
      hU', Matrix.mul_one]
  have h2 : trace (Bᵀ * (A * U)) = trace (Uᵀ * (Aᵀ * B)) := by
    rw [← trace_transpose (Bᵀ * (A * U)), transpose_mul, transpose_mul, transpose_transpose,
      Matrix.mul_assoc]
  have h3 : trace ((A * U)ᵀ * B) = trace (Uᵀ * (Aᵀ * B)) := by
    rw [transpose_mul, Matrix.mul_assoc]
  rw [h, transpose_sub, Matrix.sub_mul, Matrix.mul_sub, Matrix.mul_sub, trace_sub, trace_sub,
    trace_sub, h1, h2, h3]
  ring
```

Here `h` is the trace form of the norm, and `h1` to `h3` are the three trace identities.

Only the last term depends on $U$. Norms are nonnegative, so comparing them is the same as comparing their squares, and the factor $-2$ reverses the inequality. Minimising the misfit therefore means maximising the scalar $\operatorname{tr}(U^TA^TB)$, called the overlap below. It is the sum of the overlaps between each aligned orbital and its partner in $B$.

```lean
/-- Minimising the misfit over orthogonal matrices is the same as maximising the overlap
`trace (Uᵀ Aᵀ B)` over them. -/
theorem isMinimiser_iff (A B : Matrix m k ℝ) (U : Matrix k k ℝ) :
    IsMinimiser A B U ↔ Uᵀ * U = 1 ∧ ∀ V : Matrix k k ℝ, Vᵀ * V = 1 →
      trace (Vᵀ * (Aᵀ * B)) ≤ trace (Uᵀ * (Aᵀ * B)) := by
  have hn : ∀ X : Matrix m k ℝ, 0 ≤ frobNorm X := fun X => Real.sqrt_nonneg _
  refine and_congr_right fun hU => forall₂_congr fun V hV => ?_
  rw [← sq_le_sq₀ (hn _) (hn _), misfit_sq A B hU, misfit_sq A B hV]
  constructor <;> intro h <;> linarith
```

## A best alignment always exists

The diagonal of $U^TU=1$ reads $\sum_x U_{xj}^2=1$, so every entry lies in $[-1,1]$. The equation $U^TU=1$ also defines a closed set. The orthogonal matrices are therefore compact, and they include the identity, so the continuous overlap attains its maximum on them.

```lean
/-- For any real `A` and `B` of equal shape, a best orthogonal matrix exists. -/
theorem exists_minimiser (A B : Matrix m k ℝ) : ∃ U, IsMinimiser A B U := by
  have hbox : IsCompact {U : Matrix k k ℝ | ∀ i j, U i j ∈ Set.Icc (-1 : ℝ) 1} := by
    have h : IsCompact {U : k → k → ℝ | ∀ i j, U i j ∈ Set.Icc (-1 : ℝ) 1} := by
      have h0 := isCompact_univ_pi (fun _ : k => isCompact_univ_pi
        (fun _ : k => isCompact_Icc (a := (-1 : ℝ)) (b := 1)))
      convert h0 using 1
      ext U
      exact ⟨fun h i _ j _ => h i j, fun h i j => h i (Set.mem_univ i) j (Set.mem_univ j)⟩
    exact h
  -- the orthogonal group is closed and its entries lie in [-1, 1]
  have hc : IsCompact {U : Matrix k k ℝ | Uᵀ * U = 1} := by
    refine hbox.of_isClosed_subset (isClosed_eq
      (continuous_id.matrix_transpose.matrix_mul continuous_id) continuous_const) ?_
    intro U hU i j
    have h := congrFun (congrFun hU j) j
    simp only [Matrix.mul_apply, transpose_apply, one_apply_eq] at h
    have h' : U i j * U i j ≤ ∑ x, U x j * U x j :=
      Finset.single_le_sum (f := fun x => U x j * U x j)
        (fun x _ => mul_self_nonneg _) (Finset.mem_univ i)
    constructor <;> nlinarith
  have hf : Continuous fun U : Matrix k k ℝ => trace (Uᵀ * (Aᵀ * B)) :=
    (continuous_id.matrix_transpose.matrix_mul continuous_const).matrix_trace
  obtain ⟨U, hU, hmax⟩ := hc.exists_isMaxOn ⟨1, by simp⟩ hf.continuousOn
  exact ⟨U, (isMinimiser_iff A B U).mpr ⟨hU, fun V hV => hmax hV⟩⟩
```

The equivalence at the end does not need this theorem, but its reading does: when uniqueness fails, there are several minimisers and never none.

## A null vector produces a second minimiser

Put $a=2/(w\cdot w)$. Then $R^T=R$, and
$$R^2=1-2a\,ww^T+a^2(w\cdot w)\,ww^T=1,$$
because $a^2(w\cdot w)=2a$. Moreover $\operatorname{tr}R=\operatorname{tr}1-2$, so $R\neq1$.

```lean
/-- The Householder reflection along a nonzero vector is symmetric, orthogonal and different
from the identity. -/
theorem reflection_spec {w : k → ℝ} (hw : w ≠ 0) :
    (reflection w)ᵀ = reflection w ∧ reflection w * reflection w = 1 ∧ reflection w ≠ 1 := by
  have hc : w ⬝ᵥ w ≠ 0 := fun h => hw (dotProduct_self_eq_zero.mp h)
  have h2 : 2 / (w ⬝ᵥ w) * (w ⬝ᵥ w) = 2 := div_mul_cancel₀ 2 hc
  have hT : (vecMulVec w w)ᵀ = vecMulVec w w := by
    ext i j
    simp [vecMulVec_apply, mul_comm]
  have hP : vecMulVec w w * vecMulVec w w = (w ⬝ᵥ w) • vecMulVec w w := by
    ext i j
    simp only [Matrix.mul_apply, vecMulVec_apply, Matrix.smul_apply, smul_eq_mul, dotProduct,
      Finset.sum_mul]
    exact Finset.sum_congr rfl fun x _ => by ring
  have htr : trace (vecMulVec w w) = w ⬝ᵥ w := by
    simp [Matrix.trace, vecMulVec_apply, dotProduct]
  unfold reflection
  generalize 2 / (w ⬝ᵥ w) = a at h2 ⊢
  refine ⟨by rw [transpose_sub, transpose_one, transpose_smul, hT], ?_, fun h => ?_⟩
  · have he : (1 - a • vecMulVec w w) * (1 - a • vecMulVec w w) =
        1 - (2 * a) • vecMulVec w w + (a * a) • (vecMulVec w w * vecMulVec w w) := by
      simp only [sub_mul, mul_sub, one_mul, mul_one, smul_mul_assoc, mul_smul_comm]
      module
    have ha : a * a * (w ⬝ᵥ w) = 2 * a := by linear_combination a * h2
    rw [he, hP, smul_smul, ha]
    module
  · -- the trace of the reflection is smaller than that of the identity by 2
    have ht := congrArg trace h
    rw [trace_sub, trace_smul, htr, smul_eq_mul, h2] at ht
    linarith
```

Let $M=A^TB$ be singular, with $Mw=0$ and $w\ne0$. Then
$$MR=M-a\,(Mw)w^T=M.$$
If $U$ is a minimiser, $UR$ is orthogonal because $RU^TUR=R^2=1$, and its overlap is
$$\operatorname{tr}(RU^TM)=\operatorname{tr}(U^TMR)=\operatorname{tr}(U^TM).$$
So $UR$ is a minimiser as well. It differs from $U$, since $UR=U$ would give $R=1$ after multiplication by $U^T$.

```lean
/-- If `Aᵀ B` is singular, every minimiser is accompanied by a different one. -/
theorem exists_other_minimiser {A B : Matrix m k ℝ} (hdet : (Aᵀ * B).det = 0)
    {U : Matrix k k ℝ} (hU : IsMinimiser A B U) : ∃ V, IsMinimiser A B V ∧ V ≠ U := by
  obtain ⟨w, hw, hMw⟩ := Matrix.exists_mulVec_eq_zero_iff.mpr hdet
  obtain ⟨hT, hR, hne⟩ := reflection_spec hw
  rw [isMinimiser_iff] at hU
  -- reflecting along a null vector leaves the overlap matrix unchanged
  have hM : Aᵀ * B * reflection w = Aᵀ * B := by
    generalize Aᵀ * B = M at hMw
    have h0 : M * vecMulVec w w = 0 := by
      ext i j
      have h := congrFun hMw i
      simp only [mulVec, dotProduct, Pi.zero_apply] at h
      simp only [Matrix.mul_apply, vecMulVec_apply, ← mul_assoc, ← Finset.sum_mul, h, zero_mul,
        Matrix.zero_apply]
    rw [reflection, mul_sub, mul_one, mul_smul_comm, h0, smul_zero, sub_zero]
  refine ⟨U * reflection w, (isMinimiser_iff A B _).mpr ⟨?_, fun V hV => ?_⟩, fun h => hne ?_⟩
  · rw [transpose_mul, hT, mul_assoc, ← mul_assoc Uᵀ, hU.1, one_mul, hR]
  · rw [transpose_mul, hT, mul_assoc, trace_mul_comm (reflection w), mul_assoc, hM]
    exact hU.2 V hV
  · calc reflection w = Uᵀ * (U * reflection w) := by rw [← mul_assoc, hU.1, one_mul]
      _ = 1 := by rw [h, hU.1]
```

`Matrix.exists_mulVec_eq_zero_iff` turns the vanishing determinant into the null vector. The three final bullets check orthogonality, equal overlap and difference from $U$.

## An invertible overlap matrix has a polar decomposition

Now let $M$ be invertible and set $P=(M^TM)^{1/2}$, the positive semidefinite square root. From $P^2=M^TM$ we get $(\det P)^2=(\det M)^2\neq0$, so $P$ is invertible and hence positive definite. With $W=MP^{-1}$,
$$W^TW=P^{-1}M^TMP^{-1}=P^{-1}P^2P^{-1}=1,\qquad M=WP.$$

```lean
/-- Polar decomposition: an invertible real matrix is an orthogonal matrix times a positive
definite one. -/
theorem exists_polar {M : Matrix k k ℝ} (hM : M.det ≠ 0) :
    ∃ W P : Matrix k k ℝ, Wᵀ * W = 1 ∧ P.PosDef ∧ M = W * P := by
  have h0 : 0 ≤ Mᴴ * M := Matrix.nonneg_iff_posSemidef.mpr (posSemidef_conjTranspose_mul_self M)
  have hPP := CFC.sqrt_mul_sqrt_self (Mᴴ * M) h0
  have hPs := Matrix.nonneg_iff_posSemidef.mp (CFC.sqrt_nonneg (Mᴴ * M))
  generalize CFC.sqrt (Mᴴ * M) = P at hPP hPs
  rw [conjTranspose_eq_transpose_of_trivial] at hPP
  have hT : Pᵀ = P := (conjTranspose_eq_transpose_of_trivial P).symm.trans hPs.isHermitian.eq
  have hd : P.det ≠ 0 := by
    intro h
    have h' := congrArg det hPP
    rw [det_mul, det_mul, det_transpose, h, zero_mul] at h'
    exact mul_ne_zero hM hM h'.symm
  have hu : IsUnit P.det := hd.isUnit
  refine ⟨M * P⁻¹, P, ?_, hPs.posDef_iff_isUnit.mpr ((isUnit_iff_isUnit_det P).mpr hu), ?_⟩
  · calc (M * P⁻¹)ᵀ * (M * P⁻¹) = P⁻¹ * (Mᵀ * M) * P⁻¹ := by
          rw [transpose_mul, transpose_nonsing_inv, hT]
          simp only [mul_assoc]
      _ = (P⁻¹ * P) * (P * P⁻¹) := by rw [← hPP]; simp only [mul_assoc]
      _ = 1 := by rw [nonsing_inv_mul P hu, mul_nonsing_inv P hu, one_mul]
  · rw [mul_assoc, nonsing_inv_mul P hu, mul_one]
```

The square root comes from `CFC.sqrt`, Mathlib's square root by continuous functional calculus. For a positive semidefinite matrix this amounts to taking the square roots of the eigenvalues, but no diagonalisation appears in the code. The lemma `CFC.sqrt_mul_sqrt_self`, which says that the root squares to the original matrix, asks for that matrix to be nonnegative in an order, and `MatrixOrder` supplies the order in which `0 ≤ X` means that $X$ is positive semidefinite. The line with `generalize` then replaces the root by a plain letter `P`, of which only two facts are kept: its square is $M^TM$, and it is positive semidefinite. The rest is matrix algebra.

## Every other orthogonal matrix loses overlap

For orthogonal $W$ and $V$ and symmetric $P$, expand
$$\operatorname{tr}\big((W-V)P(W-V)^T\big)=\operatorname{tr}(WPW^T)-\operatorname{tr}(WPV^T)-\operatorname{tr}(VPW^T)+\operatorname{tr}(VPV^T).$$
The outer terms both equal $\operatorname{tr}P=\operatorname{tr}(W^TWP)$. The inner traces both equal $\operatorname{tr}(V^TWP)$, one by cyclicity and the other after a transposition that uses $P^T=P$. The result is
$$2\big[\operatorname{tr}(W^TWP)-\operatorname{tr}(V^TWP)\big],$$
twice the overlap lost by using $V$ instead of $W$.

```lean
/-- The overlap lost by replacing the orthogonal factor `W` of `W * P`, with `P` symmetric, by
another orthogonal matrix `V` is half of a quadratic form in `W - V`. -/
theorem overlap_gap {W V P : Matrix k k ℝ} (hW : Wᵀ * W = 1) (hV : Vᵀ * V = 1) (hP : Pᵀ = P) :
    trace ((W - V) * P * (W - V)ᵀ) =
      2 * (trace (Wᵀ * (W * P)) - trace (Vᵀ * (W * P))) := by
  have h1 : trace (W * P * Wᵀ) = trace (Wᵀ * (W * P)) := trace_mul_comm _ _
  have h2 : trace (W * P * Vᵀ) = trace (Vᵀ * (W * P)) := trace_mul_comm _ _
  have h3 : trace (V * P * Wᵀ) = trace (Vᵀ * (W * P)) := by
    rw [← h2, ← trace_transpose (V * P * Wᵀ)]
    simp only [transpose_mul, transpose_transpose, hP, Matrix.mul_assoc]
  have h4 : trace (V * P * Vᵀ) = trace (Wᵀ * (W * P)) := by
    rw [trace_mul_comm (V * P), ← mul_assoc Vᵀ, ← mul_assoc Wᵀ, hV, hW]
  rw [transpose_sub, Matrix.sub_mul, Matrix.sub_mul, Matrix.mul_sub, Matrix.mul_sub, trace_sub,
    trace_sub, trace_sub, h1, h2, h3, h4]
  ring
```

Let $e_i$ be the rows of $W-V$. The same quantity is $\sum_i e_i\cdot Pe_i$. For positive definite $P$ it is nonnegative, so $W$ maximises the overlap. If $V\neq W$, some row is nonzero and the sum is strictly positive, so $V$ has a smaller overlap and is no minimiser.

```lean
/-- If `Aᵀ B = W P` with `W` orthogonal and `P` positive definite, then `W` is the one and only
minimiser. -/
theorem polar_factor_unique {A B : Matrix m k ℝ} {W P : Matrix k k ℝ} (hW : Wᵀ * W = 1)
    (hP : P.PosDef) (h : Aᵀ * B = W * P) :
    IsMinimiser A B W ∧ ∀ V, IsMinimiser A B V → V = W := by
  have hT : Pᵀ = P := (conjTranspose_eq_transpose_of_trivial P).symm.trans hP.isHermitian.eq
  have hpos : ∀ x : k → ℝ, x ≠ 0 → 0 < x ⬝ᵥ P *ᵥ x := fun x hx => by
    simpa only [star_trivial] using hP.dotProduct_mulVec_pos hx
  have hnn : ∀ x : k → ℝ, 0 ≤ x ⬝ᵥ P *ᵥ x := fun x => by
    rcases eq_or_ne x 0 with rfl | hx
    · simp
    · exact (hpos x hx).le
  -- the quadratic form is a sum over the rows of E
  have hsum : ∀ E : Matrix k k ℝ, trace (E * P * Eᵀ) = ∑ i, E i ⬝ᵥ P *ᵥ E i := fun E => by
    rw [Matrix.mul_assoc]
    rfl
  have hmin : IsMinimiser A B W := by
    refine (isMinimiser_iff A B W).mpr ⟨hW, fun V hV => ?_⟩
    have hg := overlap_gap hW hV hT
    rw [hsum] at hg
    have hs := Finset.sum_nonneg fun i (_ : i ∈ Finset.univ) => hnn ((W - V) i)
    rw [h]
    linarith
  refine ⟨hmin, fun V hV => ?_⟩
  rw [isMinimiser_iff, h] at hV
  have hg := overlap_gap hW hV.1 hT
  rw [hsum] at hg
  have hle := hV.2 W hW
  by_contra hne
  obtain ⟨i, hi⟩ : ∃ i, (W - V) i ≠ 0 := by
    by_contra hall
    push Not at hall
    exact hne (sub_eq_zero.mp (funext hall : W - V = 0)).symm
  have hs := Finset.sum_pos' (fun i (_ : i ∈ Finset.univ) => hnn ((W - V) i))
    ⟨i, Finset.mem_univ i, hpos _ hi⟩
  linarith
```

In the code `hsum` is the sum over rows. `Finset.sum_nonneg` gives minimality, and `Finset.sum_pos'` gives the strict inequality that `linarith` plays off against the assumed optimality of $V$. The theorem also identifies the unique minimiser: it is the orthogonal polar factor of $A^TB$.

## The equivalence

If $A^TB$ were singular, a unique minimiser would have a different companion, which is a contradiction. If $A^TB$ is invertible, its polar factor is the only minimiser. In the statement, `∃!` means "exactly one" and `IsUnit` means "invertible".

```lean
/-- Uniqueness in the orthogonal Procrustes problem: exactly one orthogonal `U` minimises the
Frobenius norm of `A U - B` if and only if `Aᵀ B` is invertible. -/
theorem unique_minimiser_iff (A B : Matrix m k ℝ) :
    (∃! U, IsMinimiser A B U) ↔ IsUnit (Aᵀ * B) := by
  rw [isUnit_iff_isUnit_det, isUnit_iff_ne_zero]
  constructor
  · rintro ⟨U, hU, huniq⟩ hdet
    obtain ⟨V, hV, hne⟩ := exists_other_minimiser hdet hU
    exact hne (huniq V hV)
  · intro hdet
    obtain ⟨W, P, hW, hP, h⟩ := exists_polar hdet
    exact ⟨W, polar_factor_unique hW hP h⟩

end ProcrustesUniqueness
```

```lean
#print axioms ProcrustesUniqueness.exists_minimiser
-- 'ProcrustesUniqueness.exists_minimiser' depends on axioms: [propext, Classical.choice, Quot.sound]
#print axioms ProcrustesUniqueness.unique_minimiser_iff
-- 'ProcrustesUniqueness.unique_minimiser_iff' depends on axioms: [propext, Classical.choice, Quot.sound]
```

The matrices are real and finite, and reflections are admitted. With proper rotations alone the criterion would be different: for a single orbital the only candidate is $U=1$, which is unique even if $A^TB=0$.

For real, orthonormal spin orbitals in a finite basis, $\det(A^TB)$ is the overlap of the two Slater determinants, so the alignment is ambiguous precisely when these many-electron states are orthogonal. That reading rests on the standard determinant formula, which the proofs above neither state nor use.

## Two columns passing through a singular overlap

Take $A=1$ and, for real $t$,
$$B=\begin{pmatrix}0&-t\\1&0\end{pmatrix},\qquad W_\pm=\begin{pmatrix}0&\mp1\\1&0\end{pmatrix}.$$
This is an example about matrices, not physical orbitals: the second column of $B$ has length $|t|$ and vanishes at $t=0$. For $|t|\le1$, orthonormal orbitals with the same overlap matrix, and hence the same minimisers, are obtained by adding a third basis function, with a zero row in $A$ and the row $(0,\sqrt{1-t^2})$ in $B$. In the example as given, $A^TB=B$, with determinant $t$. For $t>0$ we have $B=W_+\,\mathrm{diag}(1,t)$, so $W_+$ is the unique minimiser. For $t<0$ we have $B=W_-\,\mathrm{diag}(1,|t|)$, and $W_-$ is. At $t=2$, for example, the squared misfit of $W_+$ is $2+5-2\cdot3=1$, while that of $W_-$ is $2+5-2\cdot(-1)=9$.

At $t=0$ the vector $w=(0,1)^T$ is a null vector, with $R=\mathrm{diag}(1,-1)$ and $W_+R=W_-$. Both matrices now have misfit $1$. As $t$ passes through zero, $B$ changes smoothly but the second column of the best $AU$ reverses its sign.
